# One bounded trajectory for an overdamped particle on a parabolic barrier under a bounded, continuous force

An overdamped particle sits near the top of a potential barrier while a time-dependent field pushes it back and forth. Thermal noise is neglected. Without the field, the barrier top then separates reactants from products. With it, a particle can cross that position several times before it leaves, so the side of the barrier top on which it lies no longer settles its fate. What is needed is a moving dividing point such that the side on which the particle lies at any one time decides where it ends up.

For a parabolic barrier, let \(x\) be the position of the particle measured from the barrier top, with the products on the side \(x>0\). Let \(\kappa>0\) be the magnitude of the curvature, \(\gamma\) the friction coefficient and \(F_{\rm ext}(t)\) the applied force. Then \(\gamma\dot x=\kappa x+F_{\rm ext}(t)\), or

\[
\dot x = kx+f(t),\qquad k=\kappa/\gamma,\quad f=F_{\rm ext}/\gamma .
\]

Here \(k\) is the instability rate, not a force constant or a reaction rate constant, and the "force" \(f\) has the units of a velocity.

In Lean 4 with Mathlib:

```lean
import Mathlib

open MeasureTheory Filter Set

namespace TransitionStateTrajectory

noncomputable section
```

`IsTrajectory k f x` says that \(x\) satisfies this equation at every real time, past and future.

```lean
/-- The motion `x` obeys `x' = k x + f` at all times, with the time-dependent force `f`. For `k > 0`
this is a driven linear instability with rate `k`. -/
def IsTrajectory (k : ℝ) (f x : ℝ → ℝ) : Prop :=
  ∀ t, HasDerivAt x (k * x t + f t) t
```

## A trajectory built from the future force

The candidate for the moving dividing point is the transition state trajectory

\[
x^\ddagger(t)=-\int_t^\infty e^{-k(s-t)}f(s)\,ds .
\]

Its definition assumes neither the equation of motion nor boundedness.

```lean
/-- The transition state trajectory: minus the integral of all future forces,
each weighted by `exp (-k (s - t))`. -/
def tsTrajectory (k : ℝ) (f : ℝ → ℝ) (t : ℝ) : ℝ :=
  -∫ s in Ioi t, Real.exp (-k * (s - t)) * f s
```

Assume that \(f\) is continuous and \(|f(t)|\le M\) for all \(t\). This describes a field of finite amplitude; Gaussian white noise is excluded. Since \(|e^{-ks}f(s)|\le Me^{-ks}\), the weighted force is integrable on \((t,\infty)\) by comparison.

```lean
variable {k M : ℝ} {f : ℝ → ℝ}

/-- For `k > 0` and a bounded continuous force, the exponentially weighted force is
integrable over the future of any time `t`. -/
theorem integrableOn_weighted_force (hk : 0 < k) (hf : Continuous f)
    (hM : ∀ t, |f t| ≤ M) (t : ℝ) :
    IntegrableOn (fun s => Real.exp (-k * s) * f s) (Ioi t) := by
  have hg : Continuous (fun s => Real.exp (-k * s) * f s) := by fun_prop
  refine Integrable.mono' ((exp_neg_integrableOn_Ioi t hk).mul_const M)
    hg.aestronglyMeasurable (ae_of_all _ fun s => ?_)
  rw [norm_mul, Real.norm_of_nonneg (Real.exp_pos _).le]
  exact mul_le_mul_of_nonneg_left (hM s) (Real.exp_pos _).le
```

Writing \(e^{-k(s-t)}=e^{kt}e^{-ks}\) takes the dependence on \(t\) out of the integrand:

\[
x^\ddagger(t)=-e^{kt}J(t),\qquad J(t)=\int_t^\infty e^{-ks}f(s)\,ds .
\]

```lean
/-- The transition state trajectory is `-exp (k t)` times the integral of
`exp (-k s) f s` over the future of `t`. -/
theorem tsTrajectory_eq (k : ℝ) (f : ℝ → ℝ) (t : ℝ) :
    tsTrajectory k f t =
      -(Real.exp (k * t) * ∫ s in Ioi t, Real.exp (-k * s) * f s) := by
  have h : ∀ s, Real.exp (-k * (s - t)) * f s
      = Real.exp (k * t) * (Real.exp (-k * s) * f s) := by
    intro s
    rw [show -k * (s - t) = k * t + -k * s by ring, Real.exp_add, mul_assoc]
  simp only [tsTrajectory, h, integral_const_mul]
```

Splitting the integral at time zero gives \(J(t)=J(0)-\int_0^t e^{-ks}f(s)\,ds\), which is `hsplit`. The fundamental theorem of calculus (`hI`) then gives \(J'(t)=-e^{-kt}f(t)\), and the product rule yields

\[
\dot x^\ddagger=-ke^{kt}J+e^{kt}e^{-kt}f=kx^\ddagger+f .
\]

```lean
/-- For `k > 0` and a bounded continuous force, the transition state trajectory obeys
the equation of motion. -/
theorem isTrajectory_tsTrajectory (hk : 0 < k) (hf : Continuous f)
    (hM : ∀ t, |f t| ≤ M) : IsTrajectory k f (tsTrajectory k f) := by
  intro t
  have hg : Continuous (fun s => Real.exp (-k * s) * f s) := by fun_prop
  -- split the integral over the future at a fixed reference time
  have hsplit : ∀ u, ∫ s in Ioi u, Real.exp (-k * s) * f s
      = (∫ s in Ioi (0 : ℝ), Real.exp (-k * s) * f s)
        - ∫ s in (0 : ℝ)..u, Real.exp (-k * s) * f s := by
    intro u
    have h1 := intervalIntegral_tendsto_integral_Ioi u
      (integrableOn_weighted_force hk hf hM u) tendsto_id
    have h2 := (intervalIntegral_tendsto_integral_Ioi 0
      (integrableOn_weighted_force hk hf hM 0) tendsto_id).sub_const
        (∫ s in (0 : ℝ)..u, Real.exp (-k * s) * f s)
    refine tendsto_nhds_unique h1 (h2.congr fun b => ?_)
    exact intervalIntegral.integral_interval_sub_left
      (hg.intervalIntegrable _ _) (hg.intervalIntegrable _ _)
  have hval : ∀ u, tsTrajectory k f u = -(Real.exp (k * u) *
      ((∫ s in Ioi (0 : ℝ), Real.exp (-k * s) * f s)
        - ∫ s in (0 : ℝ)..u, Real.exp (-k * s) * f s)) := by
    intro u
    rw [tsTrajectory_eq, hsplit u]
  have hI : HasDerivAt (fun u => ∫ s in (0 : ℝ)..u, Real.exp (-k * s) * f s)
      (Real.exp (-k * t) * f t) t := (hg.integral_hasStrictDerivAt 0 t).hasDerivAt
  have hE : HasDerivAt (fun u => Real.exp (k * u)) (Real.exp (k * t) * k) t :=
    ((hasDerivAt_id' t).const_mul k).exp.congr_deriv (by ring)
  have hc : Real.exp (k * t) * Real.exp (-k * t) = 1 := by
    rw [← Real.exp_add, show k * t + -k * t = 0 by ring, Real.exp_zero]
  -- product rule
  have h := (hE.fun_mul (hI.const_sub
    (∫ s in Ioi (0 : ℝ), Real.exp (-k * s) * f s))).fun_neg
  refine (h.congr_of_eventuallyEq (Eventually.of_forall hval)).congr_deriv ?_
  rw [hval t]
  linear_combination (f t) * hc
```

The trajectory is also bounded:

\[
|x^\ddagger(t)|\le e^{kt}\int_t^\infty e^{-ks}M\,ds=\frac Mk .
\]

The lemma needs only the bound on \(f\), not its continuity.

```lean
/-- For `k > 0` and a force of strength at most `M`, the transition state trajectory stays within
`M / k` of the origin. -/
theorem abs_tsTrajectory_le (hk : 0 < k) (hM : ∀ t, |f t| ≤ M) (t : ℝ) :
    |tsTrajectory k f t| ≤ M / k := by
  have h : ‖∫ s in Ioi t, Real.exp (-k * s) * f s‖
      ≤ ∫ s in Ioi t, Real.exp (-k * s) * M := by
    refine norm_integral_le_of_norm_le
      ((exp_neg_integrableOn_Ioi t hk).mul_const M) (ae_of_all _ fun s => ?_)
    rw [norm_mul, Real.norm_of_nonneg (Real.exp_pos _).le]
    exact mul_le_mul_of_nonneg_left (hM s) (Real.exp_pos _).le
  rw [integral_mul_const, integral_exp_mul_Ioi (neg_lt_zero.mpr hk),
    neg_div_neg_eq, Real.norm_eq_abs] at h
  have hc : Real.exp (k * t) * Real.exp (-k * t) = 1 := by
    rw [← Real.exp_add, show k * t + -k * t = 0 by ring, Real.exp_zero]
  rw [tsTrajectory_eq, abs_neg, abs_mul, abs_of_pos (Real.exp_pos _)]
  calc _ ≤ Real.exp (k * t) * (Real.exp (-k * t) / k * M) :=
        mul_le_mul_of_nonneg_left h (Real.exp_pos _).le
    _ = (Real.exp (k * t) * Real.exp (-k * t)) * (M / k) := by ring
    _ = M / k := by rw [hc, one_mul]
```

## Separations grow exponentially

Let \(x\) and \(y\) be two trajectories under the same force. The force cancels in their difference:

\[
\frac{d}{du}\Big[e^{-ku}(y-x)\Big]=e^{-ku}\big[-k(y-x)+(ky+f)-(kx+f)\big]=0 .
\]

The bracketed quantity on the left is therefore constant. Equating its values at \(s\) and \(t\) gives \(y(t)-x(t)=e^{k(t-s)}\,(y(s)-x(s))\).

```lean
/-- The separation of two trajectories under the same force evolves by the factor
`exp (k (t - s))` from time `s` to time `t`. -/
theorem separation_eq {x y : ℝ → ℝ} (hx : IsTrajectory k f x)
    (hy : IsTrajectory k f y) (s t : ℝ) :
    y t - x t = Real.exp (k * (t - s)) * (y s - x s) := by
  -- the separation in the co-expanding frame is conserved
  have hd : ∀ u, HasDerivAt (fun u => Real.exp (-k * u) * (y u - x u)) 0 u := by
    intro u
    have hE : HasDerivAt (fun u => Real.exp (-k * u)) (Real.exp (-k * u) * -k) u :=
      ((hasDerivAt_id' u).const_mul (-k)).exp.congr_deriv (by ring)
    exact (hE.fun_mul ((hy u).fun_sub (hx u))).congr_deriv (by ring)
  have h : Real.exp (-k * t) * (y t - x t) = Real.exp (-k * s) * (y s - x s) :=
    is_const_of_deriv_eq_zero (fun u => (hd u).differentiableAt)
      (fun u => (hd u).deriv) t s
  have hc : Real.exp (k * t) * Real.exp (-k * t) = 1 := by
    rw [← Real.exp_add, show k * t + -k * t = 0 by ring, Real.exp_zero]
  rw [show k * (t - s) = k * t + -k * s by ring, Real.exp_add]
  linear_combination Real.exp (k * t) * h - (y t - x t) * hc
```

Set \(s=0\). If \(y(0)=x(0)\), the trajectories coincide at all times. Otherwise \(y-x\) keeps the sign of \(y(0)-x(0)\), and because \(k>0\) it tends to \(+\infty\) or \(-\infty\) accordingly. The two cases of `separation_dichotomy` are these two signs.

```lean
/-- For `k > 0`, two distinct trajectories under the same force never cross, and their
signed separation diverges at late times. -/
theorem separation_dichotomy (hk : 0 < k) {x y : ℝ → ℝ} (hx : IsTrajectory k f x)
    (hy : IsTrajectory k f y) (hne : y ≠ x) :
    ((∀ t, x t < y t) ∧ Tendsto (fun t => y t - x t) atTop atTop) ∨
    ((∀ t, y t < x t) ∧ Tendsto (fun t => y t - x t) atTop atBot) := by
  have hsep : ∀ t, y t - x t = Real.exp (k * t) * (y 0 - x 0) := by
    intro t
    have h := separation_eq hx hy 0 t
    rwa [sub_zero] at h
  have hexp : Tendsto (fun t => Real.exp (k * t)) atTop atTop :=
    Real.tendsto_exp_atTop.comp (tendsto_id.const_mul_atTop hk)
  have h0 : y 0 - x 0 ≠ 0 := by
    intro h
    refine hne (funext fun t => sub_eq_zero.mp ?_)
    rw [hsep t, h, mul_zero]
  rcases lt_or_gt_of_ne h0 with hneg | hpos
  · refine Or.inr ⟨fun t => sub_neg.mp ?_, ?_⟩
    · rw [hsep t]
      exact mul_neg_of_pos_of_neg (Real.exp_pos _) hneg
    · exact (hexp.atTop_mul_const_of_neg hneg).congr fun t => (hsep t).symm
  · refine Or.inl ⟨fun t => sub_pos.mp ?_, ?_⟩
    · rw [hsep t]
      exact mul_pos (Real.exp_pos _) hpos
    · exact (hexp.atTop_mul_const hpos).congr fun t => (hsep t).symm
```

## Uniqueness and the fate of a trajectory

Suppose a trajectory \(y\) satisfies \(|y|\le C\). Then \(|y-x^\ddagger|\le C+M/k\) at all times, so the separation cannot diverge and \(y=x^\ddagger\). The first part of the theorem states this as an equivalence: a function is a bounded trajectory if and only if it is `tsTrajectory k f`. The second part applies the dichotomy to every other trajectory.

```lean
/-- For `k > 0` and a bounded continuous force, the transition state trajectory is the one
and only bounded trajectory; every other trajectory stays strictly on one side of it and
separates from it without bound at late times. -/
theorem unique_bounded_trajectory (hk : 0 < k) (hf : Continuous f)
    (hM : ∀ t, |f t| ≤ M) :
    (∀ y, (IsTrajectory k f y ∧ ∃ C, ∀ t, |y t| ≤ C) ↔ y = tsTrajectory k f) ∧
    ∀ y, IsTrajectory k f y → y ≠ tsTrajectory k f →
      ((∀ t, tsTrajectory k f t < y t) ∧
        Tendsto (fun t => y t - tsTrajectory k f t) atTop atTop) ∨
      ((∀ t, y t < tsTrajectory k f t) ∧
        Tendsto (fun t => y t - tsTrajectory k f t) atTop atBot) := by
  have hx := isTrajectory_tsTrajectory hk hf hM
  have hb := abs_tsTrajectory_le hk hM
  refine ⟨fun y => ⟨?_, ?_⟩, fun y hy hne => separation_dichotomy hk hx hy hne⟩
  · rintro ⟨hy, C, hC⟩
    by_contra hne
    -- a diverging separation contradicts the two bounds
    rcases separation_dichotomy hk hx hy hne with ⟨_, h⟩ | ⟨_, h⟩
    · obtain ⟨t, ht⟩ := (h.eventually_gt_atTop (C + M / k)).exists
      linarith [(abs_le.mp (hC t)).2, (abs_le.mp (hb t)).1]
    · obtain ⟨t, ht⟩ := (h.eventually_lt_atBot (-(C + M / k))).exists
      linarith [(abs_le.mp (hC t)).1, (abs_le.mp (hb t)).2]
  · rintro rfl
    exact ⟨hx, M / k, hb⟩
```

One comparison at any time \(t_0\) now decides escape to \(+\infty\). If \(y(t_0)>x^\ddagger(t_0)\), then \(y\ge (y-x^\ddagger)-M/k\to+\infty\). If \(y(t_0)\le x^\ddagger(t_0)\), then \(y(t)\le x^\ddagger(t)\le M/k\) at every time, and \(y\) does not escape upwards.

```lean
/-- For `k > 0` and a bounded continuous force, a trajectory escapes to `+∞` exactly when
it lies above the transition state trajectory at the chosen time `t₀`. -/
theorem escapes_iff (hk : 0 < k) (hf : Continuous f) (hM : ∀ t, |f t| ≤ M)
    {y : ℝ → ℝ} (hy : IsTrajectory k f y) (t₀ : ℝ) :
    Tendsto y atTop atTop ↔ tsTrajectory k f t₀ < y t₀ := by
  have hx := isTrajectory_tsTrajectory hk hf hM
  have hb := abs_tsTrajectory_le hk hM
  constructor
  · intro h
    by_contra hle
    obtain ⟨t, ht⟩ := (h.eventually_gt_atTop (M / k)).exists
    have hs := separation_eq hx hy t₀ t
    have hn := mul_nonpos_of_nonneg_of_nonpos (Real.exp_pos (k * (t - t₀))).le
      (sub_nonpos.mpr (not_lt.mp hle))
    linarith [(abs_le.mp (hb t)).2]
  · intro h
    have hne : y ≠ tsTrajectory k f := fun he => h.ne (congrFun he t₀).symm
    rcases separation_dichotomy hk hx hy hne with ⟨_, hd⟩ | ⟨hlt, _⟩
    · refine tendsto_atTop_mono (fun t => ?_)
        (tendsto_atTop_add_const_right atTop (-(M / k)) hd)
      linarith [(abs_le.mp (hb t)).1]
    · exact absurd h (hlt t₀).not_gt
```

In simulations of this one-dimensional linear model with a bounded, continuous force that is known for all later times, the comparison can classify an initial condition without propagating it. A real barrier is parabolic only near its top. Reading \(y\to+\infty\) as arrival in the product well therefore assumes that the particle leaves the parabolic region on that side and does not return.

## A periodic field

For \(f(t)=F\cos\omega t\), where \(F\) is the amplitude of the applied force divided by \(\gamma\) and \(\omega\) is the angular frequency, try \(x=a\cos\omega t+b\sin\omega t\). Matching coefficients gives \(-a\omega=kb\) and \(b\omega=ka+F\), hence

\[
x^\ddagger(t)=\frac{F(\omega\sin\omega t-k\cos\omega t)}{k^2+\omega^2}.
\]

This solution is bounded because

\[
(\omega\sin\omega t-k\cos\omega t)^2+(\omega\cos\omega t+k\sin\omega t)^2=k^2+\omega^2 ,
\]

so uniqueness identifies it with the integral, which never has to be evaluated. The proof checks the differential equation first and the bound second. At \(\omega=0\) the result is \(-F/k\), the displaced top of the static barrier.

```lean
/-- For `k > 0` and the force `F cos (ω t)`, the transition state trajectory is
`F (ω sin (ω t) - k cos (ω t)) / (k² + ω²)`. -/
theorem tsTrajectory_cos (hk : 0 < k) (F ω : ℝ) :
    tsTrajectory k (fun t => F * Real.cos (ω * t)) =
      fun t => F * (ω * Real.sin (ω * t) - k * Real.cos (ω * t)) / (k ^ 2 + ω ^ 2) := by
  have hD : 0 < k ^ 2 + ω ^ 2 := by positivity
  have hF : ∀ t, |F * Real.cos (ω * t)| ≤ |F| := by
    intro t
    rw [abs_mul]
    exact mul_le_of_le_one_right (abs_nonneg F) (Real.abs_cos_le_one _)
  -- the closed form is a bounded trajectory, so uniqueness identifies it
  refine (((unique_bounded_trajectory hk (by fun_prop) hF).1 _).mp
    ⟨fun t => ?_, |F| * √(k ^ 2 + ω ^ 2) / (k ^ 2 + ω ^ 2), fun t => ?_⟩).symm
  · have hs : HasDerivAt (fun u => Real.sin (ω * u)) (Real.cos (ω * t) * ω) t :=
      ((hasDerivAt_id' t).const_mul ω).sin.congr_deriv (by ring)
    have hc : HasDerivAt (fun u => Real.cos (ω * u)) (-Real.sin (ω * t) * ω) t :=
      ((hasDerivAt_id' t).const_mul ω).cos.congr_deriv (by ring)
    refine ((((hs.const_mul ω).fun_sub (hc.const_mul k)).const_mul F).div_const
      (k ^ 2 + ω ^ 2)).congr_deriv ?_
    beta_reduce
    field_simp
    ring
  · have h : |ω * Real.sin (ω * t) - k * Real.cos (ω * t)| ≤ √(k ^ 2 + ω ^ 2) := by
      apply Real.abs_le_sqrt
      have hid : (ω * Real.sin (ω * t) - k * Real.cos (ω * t)) ^ 2
          + (ω * Real.cos (ω * t) + k * Real.sin (ω * t)) ^ 2 = k ^ 2 + ω ^ 2 := by
        linear_combination (k ^ 2 + ω ^ 2) * Real.sin_sq_add_cos_sq (ω * t)
      linarith [sq_nonneg (ω * Real.cos (ω * t) + k * Real.sin (ω * t))]
    rw [abs_div, abs_mul, abs_of_pos hD]
    gcongr

end

end TransitionStateTrajectory
```

```lean
#print axioms TransitionStateTrajectory.unique_bounded_trajectory
#print axioms TransitionStateTrajectory.escapes_iff
#print axioms TransitionStateTrajectory.tsTrajectory_cos
```

```
'TransitionStateTrajectory.unique_bounded_trajectory' depends on axioms: [propext, Classical.choice, Quot.sound]
'TransitionStateTrajectory.escapes_iff' depends on axioms: [propext, Classical.choice, Quot.sound]
'TransitionStateTrajectory.tsTrajectory_cos' depends on axioms: [propext, Classical.choice, Quot.sound]
```
